# A lower bound on the spectral localizer's gap, and the disorder it tolerates

If a Hermitian matrix has a zero eigenvalue, an arbitrarily weak perturbation can change its signature, the number of positive minus the number of negative eigenvalues. A topological marker read from that signature is then meaningless. The spectral localizer

$$L=\begin{pmatrix}H&\kappa D^\dagger\\ \kappa D&-H\end{pmatrix}$$

carries this risk even when no state is annihilated by both $H$ and $D$, because the two need not commute.

Here $H$ is a Hermitian $N\times N$ Hamiltonian, with energy measured from a reference level. The matrix $D$ is normal, for example $D=X+iY$ with commuting positions measured from a reference point, and $\kappa\ge0$ weighs position against energy. Two conditions are assumed:

$$\|H\psi\|^2+\kappa^2\|D\psi\|^2\ge\gamma^2\|\psi\|^2\ \text{ for all }\psi,\qquad \|[H,D]\|\le c.$$

The first says that no state is close to the reference energy and the reference point at once. The second limits how strongly $H$ moves a particle. They imply $\|L\Psi\|^2\ge(\gamma^2-\kappa c)\|\Psi\|^2$.

## From the commutator to the gap

Write $\Psi=(\psi,\varphi)$, so that $L\Psi=(H\psi+\kappa D^\dagger\varphi,\ \kappa D\psi-H\varphi)$. The cross terms of $\|L\Psi\|^2$ are

$$2\kappa\,\mathrm{Re}\langle\varphi,DH\psi\rangle-2\kappa\,\mathrm{Re}\langle\varphi,HD\psi\rangle=-2\kappa\,\mathrm{Re}\langle\varphi,[H,D]\psi\rangle.$$

Normality gives $\|D^\dagger\varphi\|^2=\langle\varphi,DD^\dagger\varphi\rangle=\|D\varphi\|^2$. Hence

$$\|L\Psi\|^2=\|H\psi\|^2+\kappa^2\|D\psi\|^2+\|H\varphi\|^2+\kappa^2\|D\varphi\|^2-2\kappa\,\mathrm{Re}\langle\varphi,[H,D]\psi\rangle.$$

The first four terms are at least $\gamma^2\|\Psi\|^2$. By Cauchy–Schwarz,

$$2\,\mathrm{Re}\langle\varphi,[H,D]\psi\rangle\le2c\|\varphi\|\|\psi\|\le c\|\Psi\|^2,$$

which proves the bound. On a normalised eigenvector it reads $\lambda^2\ge\gamma^2-\kappa c$. If $\kappa c<\gamma^2$, no eigenvalue vanishes, so $L$ is invertible and its $p$ positive and $m$ negative eigenvalues satisfy $p+m=2N$.

Without $\kappa c<\gamma^2$, invertibility can fail. Take $H=\sigma_z$, $D=\sigma_x$, $\kappa=1$: then $\gamma^2=2=\kappa c$, and $L$ annihilates $(1,0,0,-1)/\sqrt2$.

## Why weak disorder preserves the signature

Replace $H$ by $H+V$, with $V$ Hermitian and $\|V\|<g=\sqrt{\gamma^2-\kappa c}$. The new localizer $L'$ differs from $L$ by $\mathrm{diag}(V,-V)$, whose norm is $\|V\|$. Suppose a nonzero $x$ lay in the positive space of $L$ and the nonpositive space of $L'$. Then

$$g\|x\|^2\le\langle x,Lx\rangle\le\langle x,L'x\rangle+\|V\|\|x\|^2\le\|V\|\|x\|^2,$$

a contradiction. The two spaces meet only in zero, so $p+(2N-p')\le2N$, or $p\le p'$. Likewise $m\le m'$. Since $p'+m'\le2N=p+m$, both counts are unchanged.

For finite, non-interacting tight-binding models, this gives a disorder strength below which a computed signature is stable. It does not identify the signature with a Chern number, nor derive the assumed $\gamma$ from a bulk gap.

## The localizer as a block matrix in Lean

The finite type `n` labels the basis states, so $N$ is `Fintype.card n`. The opened norm scope makes `‖·‖` on matrices the operator norm induced by the Euclidean norm.

```lean
import Mathlib

open Matrix
open scoped Matrix.Norms.L2Operator

namespace SpectralLocalizer

noncomputable section

variable {n : Type*} [Fintype n] [DecidableEq n]
```

States are plain amplitude functions, with their Euclidean norm given by `vnorm`.

```lean
/-- The Euclidean norm of a state given by its complex amplitudes. -/
def vnorm {m : Type*} [Fintype m] (v : m → ℂ) : ℝ := ‖WithLp.toLp 2 v‖
```

The doubled space is indexed by `n ⊕ n`.

```lean
/-- The spectral localizer `[[H, κD†], [κD, -H]]`. -/
def localizer (H D : Matrix n n ℂ) (κ : ℝ) : Matrix (n ⊕ n) (n ⊕ n) ℂ :=
  fromBlocks H ((κ : ℂ) • Dᴴ) ((κ : ℂ) • D) (-H)
```

One definition counts either sign: $p$ is `signCount` at `s = 1`, $m$ at `s = -1`.

```lean
/-- The number of eigenvalues `E` with `s E > 0`, counted with multiplicity: the positive ones
for `s = 1`, the negative ones for `s = -1`. -/
def signCount {A : Matrix n n ℂ} (hA : A.IsHermitian) (s : ℝ) : ℕ :=
  Fintype.card {i // 0 < s * hA.eigenvalues i}

/-- The signature: the number of positive minus the number of negative eigenvalues. -/
def signature {A : Matrix n n ℂ} (hA : A.IsHermitian) : ℤ :=
  (signCount hA 1 : ℤ) - signCount hA (-1)
```

Next come Cauchy–Schwarz and the Hermiticity of $L$, which makes its eigenvalues real.

```lean
omit [DecidableEq n] in
/-- Cauchy-Schwarz inequality for the real part of an overlap. -/
theorem abs_re_overlap_le (u v : n → ℂ) : |(star u ⬝ᵥ v).re| ≤ vnorm u * vnorm v := by
  have h := norm_inner_le_norm (𝕜 := ℂ) (WithLp.toLp 2 u) (WithLp.toLp 2 v)
  rw [EuclideanSpace.inner_eq_star_dotProduct, dotProduct_comm] at h
  exact (Complex.abs_re_le_norm _).trans h

omit [Fintype n] [DecidableEq n] in
/-- The localizer of a Hermitian `H` is Hermitian. -/
theorem localizer_isHermitian {H : Matrix n n ℂ} (hH : H.IsHermitian) (D : Matrix n n ℂ)
    (κ : ℝ) : (localizer H D κ).IsHermitian := by
  unfold localizer Matrix.IsHermitian
  rw [fromBlocks_conjTranspose]
  simp [conjTranspose_smul, hH.eq]
```

The exact expansion follows. `expand` produces the cross terms, `adj` moves a matrix across an overlap, and `hn` is the normality step.

```lean
omit [DecidableEq n] in
/-- For Hermitian `H` and normal `D`, the squared norm of `LΨ` is the sum of the squared norms
of `H` and `κD` on both components, less a term containing the commutator of `H` and `D`. -/
theorem localizer_norm_sq {H D : Matrix n n ℂ} (hH : H.IsHermitian) (hD : D * Dᴴ = Dᴴ * D)
    (κ : ℝ) (ψ φ : n → ℂ) :
    vnorm (localizer H D κ *ᵥ Sum.elim ψ φ) ^ 2 =
      (vnorm (H *ᵥ ψ) ^ 2 + κ ^ 2 * vnorm (D *ᵥ ψ) ^ 2)
      + (vnorm (H *ᵥ φ) ^ 2 + κ ^ 2 * vnorm (D *ᵥ φ) ^ 2)
      - 2 * κ * (star φ ⬝ᵥ ((H * D - D * H) *ᵥ ψ)).re := by
  have nsq (v : n → ℂ) : vnorm v ^ 2 = (star v ⬝ᵥ v).re := by
    simp only [vnorm, EuclideanSpace.norm_sq_eq, dotProduct, Complex.re_sum]
    refine Finset.sum_congr rfl fun i _ => ?_
    simp [Complex.sq_norm, Complex.normSq_apply]
  have expand (a b : ℝ) (u v : n → ℂ) : vnorm ((a : ℂ) • u + (b : ℂ) • v) ^ 2 =
      a ^ 2 * vnorm u ^ 2 + b ^ 2 * vnorm v ^ 2 + 2 * a * b * (star v ⬝ᵥ u).re := by
    simp only [vnorm, EuclideanSpace.norm_sq_eq, dotProduct, Complex.re_sum, Finset.mul_sum,
      ← Finset.sum_add_distrib]
    refine Finset.sum_congr rfl fun i _ => ?_
    simp [Complex.sq_norm, Complex.normSq_apply]
    ring
  have adj (A : Matrix n n ℂ) (u v : n → ℂ) : star (A *ᵥ u) ⬝ᵥ v = star u ⬝ᵥ (Aᴴ *ᵥ v) := by
    rw [star_mulVec, ← dotProduct_mulVec]
  -- normality: `D†` and `D` stretch a state equally
  have hn : vnorm (Dᴴ *ᵥ φ) ^ 2 = vnorm (D *ᵥ φ) ^ 2 := by
    rw [nsq, nsq, adj, adj, mulVec_mulVec, mulVec_mulVec, conjTranspose_conjTranspose, hD]
  have hs : vnorm (localizer H D κ *ᵥ Sum.elim ψ φ) ^ 2 =
      vnorm (((1 : ℝ) : ℂ) • (H *ᵥ ψ) + (κ : ℂ) • (Dᴴ *ᵥ φ)) ^ 2
      + vnorm ((κ : ℂ) • (D *ᵥ ψ) + ((-1 : ℝ) : ℂ) • (H *ᵥ φ)) ^ 2 := by
    simp [localizer, fromBlocks_mulVec, vnorm, EuclideanSpace.norm_sq_eq,
      Fintype.sum_sum_type, smul_mulVec, neg_mulVec]
  rw [hs, expand, expand, hn, adj, adj, conjTranspose_conjTranspose, hH.eq, mulVec_mulVec,
    mulVec_mulVec, sub_mulVec, dotProduct_sub, Complex.sub_re]
  ring
```

In the gap theorem, `h1` to `h3` bound the overlap with the commutator, and `h4` applies $2ab\le a^2+b^2$.

```lean
/-- Localizer gap: if `H` is Hermitian, `D` normal, `κ ≥ 0`, `‖Hψ‖² + κ²‖Dψ‖² ≥ γ²‖ψ‖²` for all
`ψ`, and the commutator has operator norm at most `c`, then `‖LΨ‖² ≥ (γ² - κc)‖Ψ‖²`. -/
theorem localizer_gap {H D : Matrix n n ℂ} {κ γ c : ℝ} (hH : H.IsHermitian)
    (hD : D * Dᴴ = Dᴴ * D) (hκ : 0 ≤ κ)
    (hgap : ∀ ψ, γ ^ 2 * vnorm ψ ^ 2 ≤ vnorm (H *ᵥ ψ) ^ 2 + κ ^ 2 * vnorm (D *ᵥ ψ) ^ 2)
    (hc : ‖H * D - D * H‖ ≤ c) (Ψ : n ⊕ n → ℂ) :
    (γ ^ 2 - κ * c) * vnorm Ψ ^ 2 ≤ vnorm (localizer H D κ *ᵥ Ψ) ^ 2 := by
  obtain ⟨ψ, φ, rfl⟩ : ∃ ψ φ, Ψ = Sum.elim ψ φ :=
    ⟨_, _, (Sum.elim_comp_inl_inr Ψ).symm⟩
  have hs : vnorm (Sum.elim ψ φ) ^ 2 = vnorm ψ ^ 2 + vnorm φ ^ 2 := by
    simp [vnorm, EuclideanSpace.norm_sq_eq, Fintype.sum_sum_type]
  have hc0 : 0 ≤ c := (norm_nonneg _).trans hc
  have h1 : vnorm ((H * D - D * H) *ᵥ ψ) ≤ c * vnorm ψ :=
    (l2_opNorm_mulVec (H * D - D * H) (WithLp.toLp 2 ψ)).trans
      (mul_le_mul_of_nonneg_right hc (norm_nonneg _))
  have h2 := (le_abs_self _).trans (abs_re_overlap_le φ ((H * D - D * H) *ᵥ ψ))
  have h3 := h2.trans (mul_le_mul_of_nonneg_left h1 (norm_nonneg _))
  -- without its factor `κ`, the commutator term is at most `c‖Ψ‖²`
  have h4 : 2 * (star φ ⬝ᵥ ((H * D - D * H) *ᵥ ψ)).re ≤ c * (vnorm ψ ^ 2 + vnorm φ ^ 2) := by
    nlinarith [mul_nonneg hc0 (sq_nonneg (vnorm ψ - vnorm φ))]
  rw [localizer_norm_sq hH hD, hs]
  linarith [mul_le_mul_of_nonneg_left h4 hκ, hgap ψ, hgap φ]
```

Applying this to normalised eigenvectors bounds $\lambda^2$. Invertibility then follows from the determinant as a product of nonzero eigenvalues.

```lean
/-- Under the hypotheses of the localizer gap, every eigenvalue `E` of the localizer satisfies
`E² ≥ γ² - κc`. -/
theorem localizer_eigenvalue_gap {H D : Matrix n n ℂ} {κ γ c : ℝ} (hH : H.IsHermitian)
    (hD : D * Dᴴ = Dᴴ * D) (hκ : 0 ≤ κ)
    (hgap : ∀ ψ, γ ^ 2 * vnorm ψ ^ 2 ≤ vnorm (H *ᵥ ψ) ^ 2 + κ ^ 2 * vnorm (D *ᵥ ψ) ^ 2)
    (hc : ‖H * D - D * H‖ ≤ c) (i : n ⊕ n) :
    γ ^ 2 - κ * c ≤ (localizer_isHermitian hH D κ).eigenvalues i ^ 2 := by
  set hL := localizer_isHermitian hH D κ
  have h := localizer_gap hH hD hκ hgap hc (hL.eigenvectorBasis i).ofLp
  have hb : vnorm (hL.eigenvectorBasis i).ofLp = 1 := hL.eigenvectorBasis.orthonormal.1 i
  have hs (r : ℝ) (u : n ⊕ n → ℂ) : vnorm (r • u) = |r| * vnorm u := by
    simp only [vnorm, WithLp.toLp_smul, norm_smul, Real.norm_eq_abs]
  rw [hL.mulVec_eigenvectorBasis, hs, hb] at h
  simpa using h

/-- Under the hypotheses of the localizer gap and `κc < γ²`, the localizer is invertible, and its
positive and negative eigenvalues together number twice the dimension of `H`. -/
theorem localizer_invertible {H D : Matrix n n ℂ} {κ γ c : ℝ} (hH : H.IsHermitian)
    (hD : D * Dᴴ = Dᴴ * D) (hκ : 0 ≤ κ)
    (hgap : ∀ ψ, γ ^ 2 * vnorm ψ ^ 2 ≤ vnorm (H *ᵥ ψ) ^ 2 + κ ^ 2 * vnorm (D *ᵥ ψ) ^ 2)
    (hc : ‖H * D - D * H‖ ≤ c) (hlt : κ * c < γ ^ 2) :
    IsUnit (localizer H D κ) ∧ signCount (localizer_isHermitian hH D κ) 1
      + signCount (localizer_isHermitian hH D κ) (-1) = 2 * Fintype.card n := by
  set hL := localizer_isHermitian hH D κ
  have h0 (i) : hL.eigenvalues i ≠ 0 := fun h => by
    have := localizer_eigenvalue_gap hH hD hκ hgap hc i
    rw [h] at this
    linarith
  constructor
  · rw [isUnit_iff_isUnit_det, hL.det_eq_prod_eigenvalues, isUnit_iff_ne_zero,
      Finset.prod_ne_zero_iff]
    intro i _
    exact RCLike.ofReal_ne_zero.2 (h0 i)
  · have e : signCount hL (-1) = Fintype.card {i // ¬ 0 < 1 * hL.eigenvalues i} :=
      Fintype.card_congr (Equiv.subtypeEquivRight fun i => by
        rw [not_lt, one_mul, neg_one_mul, neg_pos]
        exact ⟨le_of_lt, fun h => lt_of_le_of_ne h (h0 i)⟩)
    have h1 := Fintype.card_subtype_compl (fun i => 0 < 1 * hL.eigenvalues i)
    have h2 := Fintype.card_subtype_le (fun i => 0 < 1 * hL.eigenvalues i)
    rw [e, h1, signCount, Nat.add_sub_cancel' h2, Fintype.card_sum, two_mul]
```

For disorder, the quadratic form $\langle x,Ax\rangle$ is expanded in eigenvectors of $A$; $x$ need not be normalised.

```lean
/-- For a Hermitian `A` and any vector `x`, normalised or not, the real part of `⟨x, Ax⟩` is the sum
of the eigenvalues of `A`, each weighted by the squared modulus of the overlap of `x` with its
eigenvector. -/
theorem expectation_eq_sum {A : Matrix n n ℂ} (hA : A.IsHermitian) (x : n → ℂ) :
    (star x ⬝ᵥ (A *ᵥ x)).re = ∑ i, hA.eigenvalues i *
      ‖inner ℂ (hA.eigenvectorBasis i) (WithLp.toLp 2 x)‖ ^ 2 := by
  have dot (u v : EuclideanSpace ℂ n) : inner ℂ u v = star u.ofLp ⬝ᵥ v.ofLp := by
    rw [EuclideanSpace.inner_eq_star_dotProduct, dotProduct_comm]
  have key (i) : inner ℂ (hA.eigenvectorBasis i) (WithLp.toLp 2 (A *ᵥ x)) =
      (hA.eigenvalues i : ℂ) * inner ℂ (hA.eigenvectorBasis i) (WithLp.toLp 2 x) := by
    have h : star (A *ᵥ (hA.eigenvectorBasis i).ofLp) ⬝ᵥ x =
        star (hA.eigenvectorBasis i).ofLp ⬝ᵥ (A *ᵥ x) := by
      rw [star_mulVec, ← dotProduct_mulVec, hA.eq]
    rw [hA.mulVec_eigenvectorBasis, star_smul, star_trivial, smul_dotProduct,
      Complex.real_smul] at h
    rw [dot, dot]
    exact h.symm
  have h := hA.eigenvectorBasis.sum_inner_mul_inner (WithLp.toLp 2 x) (WithLp.toLp 2 (A *ᵥ x))
  rw [dot (WithLp.toLp 2 x) (WithLp.toLp 2 (A *ᵥ x))] at h
  change (star (WithLp.toLp 2 x).ofLp ⬝ᵥ (WithLp.toLp 2 (A *ᵥ x)).ofLp).re = _
  rw [← h, Complex.re_sum]
  refine Finset.sum_congr rfl fun i _ => ?_
  rw [key, ← inner_conj_symm]
  generalize inner ℂ (hA.eigenvectorBasis i) (WithLp.toLp 2 x) = z
  simp [Complex.sq_norm, Complex.normSq_apply]
  ring
```

The map `T` records overlaps with the wrong-sign eigenvectors of `A` and the right-sign eigenvectors of `B`. A state with all these overlaps zero is the $x$ excluded above, so `T` is injective, and comparing dimensions gives the inequality between counts.

```lean
/-- If all eigenvalues of a Hermitian `A` have modulus at least `g`, and a Hermitian `B` differs
from `A` by less than `g` in operator norm, then `B` has at least as many eigenvalues of each
sign as `A`. -/
theorem signCount_le {A B : Matrix n n ℂ} (hA : A.IsHermitian) (hB : B.IsHermitian)
    {g δ s : ℝ} (hs : s = 1 ∨ s = -1) (hg : ∀ i, g ≤ |hA.eigenvalues i|)
    (hAB : ∀ x, vnorm ((B - A) *ᵥ x) ≤ δ * vnorm x) (hδ : δ < g) :
    signCount hA s ≤ signCount hB s := by
  -- overlaps with the wrong-sign eigenvectors of `A` and the right-sign eigenvectors of `B`
  let T : EuclideanSpace ℂ n →ₗ[ℂ] ({i // ¬ 0 < s * hA.eigenvalues i} → ℂ) ×
      ({i // 0 < s * hB.eigenvalues i} → ℂ) :=
    { toFun := fun x => (fun i => inner ℂ (hA.eigenvectorBasis i) x,
        fun i => inner ℂ (hB.eigenvectorBasis i) x)
      map_add' := fun x y => Prod.ext (funext fun i => inner_add_right _ _ _)
        (funext fun i => inner_add_right _ _ _)
      map_smul' := fun r x => Prod.ext (funext fun i => inner_smul_right _ _ _)
        (funext fun i => inner_smul_right _ _ _) }
  have hT : Function.Injective T := by
    rw [injective_iff_map_eq_zero]
    intro x hx
    have ha (i) (hi : ¬ 0 < s * hA.eigenvalues i) : inner ℂ (hA.eigenvectorBasis i) x = 0 :=
      congrFun (congrArg Prod.fst hx) ⟨i, hi⟩
    have hb (i) (hi : 0 < s * hB.eigenvalues i) : inner ℂ (hB.eigenvectorBasis i) x = 0 :=
      congrFun (congrArg Prod.snd hx) ⟨i, hi⟩
    have h1 : g * ‖x‖ ^ 2 ≤ s * (star x.ofLp ⬝ᵥ (A *ᵥ x.ofLp)).re := by
      rw [expectation_eq_sum hA, ← hA.eigenvectorBasis.sum_sq_norm_inner_right x,
        Finset.mul_sum, Finset.mul_sum]
      refine Finset.sum_le_sum fun i _ => ?_
      change _ ≤ s * (_ * ‖inner ℂ (hA.eigenvectorBasis i) x‖ ^ 2)
      by_cases hi : 0 < s * hA.eigenvalues i
      · have he : |hA.eigenvalues i| = s * hA.eigenvalues i := by
          rw [← abs_of_pos hi, abs_mul]
          rcases hs with rfl | rfl <;> simp
        rw [← mul_assoc, ← he]
        exact mul_le_mul_of_nonneg_right (hg i) (sq_nonneg _)
      · simp [ha i hi]
    have h2 : s * (star x.ofLp ⬝ᵥ (B *ᵥ x.ofLp)).re ≤ 0 := by
      rw [expectation_eq_sum hB, Finset.mul_sum]
      refine Finset.sum_nonpos fun i _ => ?_
      change s * (_ * ‖inner ℂ (hB.eigenvectorBasis i) x‖ ^ 2) ≤ 0
      by_cases hi : 0 < s * hB.eigenvalues i
      · simp [hb i hi]
      · rw [← mul_assoc]
        exact mul_nonpos_of_nonpos_of_nonneg (not_lt.1 hi) (sq_nonneg _)
    have h3 := (abs_re_overlap_le x.ofLp ((B - A) *ᵥ x.ofLp)).trans
      (mul_le_mul_of_nonneg_left (hAB x.ofLp) (norm_nonneg _))
    rw [sub_mulVec, dotProduct_sub, Complex.sub_re] at h3
    change _ ≤ ‖x‖ * (δ * ‖x‖) at h3
    have h4 := abs_le.1 h3
    have h5 : (g - δ) * ‖x‖ ^ 2 ≤ 0 := by
      rcases hs with rfl | rfl <;> nlinarith [h4.1, h4.2]
    by_contra hne
    have h6 : 0 < ‖x‖ := norm_pos_iff.2 hne
    exact absurd h5 (not_le_of_gt (mul_pos (sub_pos.2 hδ) (pow_pos h6 2)))
  -- compare dimensions
  have h := LinearMap.finrank_le_finrank_of_injective hT
  rw [Module.finrank_prod, Module.finrank_fintype_fun_eq_card,
    Module.finrank_fintype_fun_eq_card, finrank_euclideanSpace,
    Fintype.card_subtype_compl] at h
  have h' := Fintype.card_subtype_le (fun i => 0 < s * hA.eigenvalues i)
  unfold signCount
  omega
```

The disorder theorem uses this for both signs. It assumes nothing about the commutator of `V` with `D`.

```lean
/-- Under the hypotheses of the localizer gap, Hermitian disorder `V` added to `H` with operator
norm below `√(γ² - κc)` leaves the signature of the localizer unchanged. -/
theorem signature_disorder {H D V : Matrix n n ℂ} {κ γ c : ℝ} (hH : H.IsHermitian)
    (hD : D * Dᴴ = Dᴴ * D) (hκ : 0 ≤ κ)
    (hgap : ∀ ψ, γ ^ 2 * vnorm ψ ^ 2 ≤ vnorm (H *ᵥ ψ) ^ 2 + κ ^ 2 * vnorm (D *ᵥ ψ) ^ 2)
    (hc : ‖H * D - D * H‖ ≤ c) (hV : V.IsHermitian) (hsmall : ‖V‖ < √(γ ^ 2 - κ * c)) :
    signature (localizer_isHermitian (hH.add hV) D κ) =
      signature (localizer_isHermitian hH D κ) := by
  set hL := localizer_isHermitian hH D κ
  set hL' := localizer_isHermitian (hH.add hV) D κ
  have hpos := Real.sqrt_pos.1 ((norm_nonneg V).trans_lt hsmall)
  have hg (i) : √(γ ^ 2 - κ * c) ≤ |hL.eigenvalues i| := by
    rw [← Real.sqrt_sq_eq_abs]
    exact Real.sqrt_le_sqrt (localizer_eigenvalue_gap hH hD hκ hgap hc i)
  have hdiff : localizer (H + V) D κ - localizer H D κ = fromBlocks V 0 0 (-V) := by
    ext i j
    rcases i with i | i <;> rcases j with j | j <;> simp [localizer]
  have hAB (x : n ⊕ n → ℂ) :
      vnorm ((localizer (H + V) D κ - localizer H D κ) *ᵥ x) ≤ ‖V‖ * vnorm x := by
    obtain ⟨ψ, φ, rfl⟩ : ∃ ψ φ, x = Sum.elim ψ φ :=
      ⟨_, _, (Sum.elim_comp_inl_inr x).symm⟩
    have h1 : vnorm (fromBlocks V 0 0 (-V) *ᵥ Sum.elim ψ φ) ^ 2 =
        vnorm (V *ᵥ ψ) ^ 2 + vnorm (V *ᵥ φ) ^ 2 := by
      simp [fromBlocks_mulVec, vnorm, EuclideanSpace.norm_sq_eq, Fintype.sum_sum_type,
        neg_mulVec]
    have h2 : vnorm (Sum.elim ψ φ) ^ 2 = vnorm ψ ^ 2 + vnorm φ ^ 2 := by
      simp [vnorm, EuclideanSpace.norm_sq_eq, Fintype.sum_sum_type]
    have h3 (u : n → ℂ) : vnorm (V *ᵥ u) ^ 2 ≤ (‖V‖ * vnorm u) ^ 2 :=
      pow_le_pow_left₀ (norm_nonneg _) (l2_opNorm_mulVec V (WithLp.toLp 2 u)) 2
    have v0 (u : n ⊕ n → ℂ) : 0 ≤ vnorm u := norm_nonneg _
    rw [hdiff]
    refine (sq_le_sq₀ (v0 _) (mul_nonneg (norm_nonneg V) (v0 _))).1 ?_
    rw [h1, mul_pow, h2]
    linarith [h3 ψ, h3 φ, mul_pow ‖V‖ (vnorm ψ) 2, mul_pow ‖V‖ (vnorm φ) 2]
  -- no eigenvalue of either sign is lost, and there is no room for more
  have hp := signCount_le hL hL' (Or.inl rfl) hg hAB hsmall
  have hm := signCount_le hL hL' (Or.inr rfl) hg hAB hsmall
  have hsum := (localizer_invertible hH hD hκ hgap hc (by linarith)).2
  have hle : signCount hL' (-1) ≤ Fintype.card {i // ¬ 0 < 1 * hL'.eigenvalues i} :=
    Fintype.card_subtype_mono _ _ fun i (hi : 0 < -1 * hL'.eigenvalues i) =>
      show ¬ 0 < 1 * hL'.eigenvalues i from fun h => by linarith
  have h1 := Fintype.card_subtype_le (fun i => 0 < 1 * hL'.eigenvalues i)
  rw [Fintype.card_subtype_compl] at hle
  rw [Fintype.card_sum] at hle h1
  change signCount hL' 1 ≤ _ at h1
  change _ ≤ _ - signCount hL' 1 at hle
  unfold signature
  omega
```

Finally, the Pauli matrices with $\kappa=3/4$ satisfy every hypothesis without commuting: $\gamma^2=25/16$ exceeds $\kappa c=3/2$.

```lean
/-- The Pauli matrices `H = σz` and `D = σx` do not commute and meet all hypotheses of the
localizer gap with `κ = 3/4`, `γ = 5/4`, `c = 2`, and `κc < γ²`. -/
theorem localizer_gap_witness :
    let H : Matrix (Fin 2) (Fin 2) ℂ := !![1, 0; 0, -1]
    let D : Matrix (Fin 2) (Fin 2) ℂ := !![0, 1; 1, 0]
    H.IsHermitian ∧ D * Dᴴ = Dᴴ * D ∧ H * D ≠ D * H ∧
      (∀ ψ, (5 / 4 : ℝ) ^ 2 * vnorm ψ ^ 2 ≤
        vnorm (H *ᵥ ψ) ^ 2 + (3 / 4 : ℝ) ^ 2 * vnorm (D *ᵥ ψ) ^ 2) ∧
      ‖H * D - D * H‖ ≤ 2 ∧ (3 / 4 : ℝ) * 2 < (5 / 4) ^ 2 := by
  intro H D
  have hH : H.IsHermitian := by
    ext i j
    fin_cases i <;> fin_cases j <;> simp [H]
  have hD : Dᴴ = D := by
    ext i j
    fin_cases i <;> fin_cases j <;> simp [D]
  have nH : ‖H‖ = 1 := CStarRing.norm_of_mem_unitary (mem_unitaryGroup_iff.2 (by
    rw [star_eq_conjTranspose, hH.eq]
    ext i j
    fin_cases i <;> fin_cases j <;> simp [H]))
  have nD : ‖D‖ = 1 := CStarRing.norm_of_mem_unitary (mem_unitaryGroup_iff.2 (by
    rw [star_eq_conjTranspose, hD]
    ext i j
    fin_cases i <;> fin_cases j <;> simp [D]))
  refine ⟨hH, by rw [hD], fun h => ?_, fun ψ => ?_, ?_, by norm_num⟩
  · have h01 := congrArg Complex.re (congrFun (congrFun h 0) 1)
    norm_num [H, D, Matrix.mul_apply, Fin.sum_univ_two] at h01
  · have h1 : vnorm (H *ᵥ ψ) ^ 2 = vnorm ψ ^ 2 := by
      simp [H, vnorm, EuclideanSpace.norm_sq_eq, Fin.sum_univ_two, dotProduct]
    have h2 : vnorm (D *ᵥ ψ) ^ 2 = vnorm ψ ^ 2 := by
      simp [D, vnorm, EuclideanSpace.norm_sq_eq, Fin.sum_univ_two, dotProduct, add_comm]
    rw [h1, h2]
    linarith
  · have h1 := norm_sub_le (H * D) (D * H)
    have h2 := norm_mul_le H D
    have h3 := norm_mul_le D H
    rw [nH, nD] at h2 h3
    linarith

end

end SpectralLocalizer
```

```lean
#print axioms SpectralLocalizer.localizer_eigenvalue_gap
#print axioms SpectralLocalizer.signature_disorder
```

```
'SpectralLocalizer.localizer_eigenvalue_gap' depends on axioms: [propext, Classical.choice, Quot.sound]
'SpectralLocalizer.signature_disorder' depends on axioms: [propext, Classical.choice, Quot.sound]
```
